# Two vectors of equal norm in $\mathbb C^n$ can always be exchanged by an antiunitary with square one, but by a unitary only if their overlap is real

Take the unit vectors $x=(1,0)$ and $y=(i/2,\sqrt3/2)$ in the state space of a two-level system, with overlap $\langle x,y\rangle=i/2$, and look for a norm-preserving operator that swaps these two vectors exactly, phases included. If the swap is extended linearly, it sends $x+iy$ to $y+ix$. The first vector has squared norm $1$ and the second has squared norm $3$, so probability is not conserved. If the swap is extended conjugate-linearly, $x+iy$ goes to $y-ix$, whose squared norm is again $1$.

The general statement has two parts. Vectors $x,y\in\mathbb C^n$ are exchanged by some antiunitary $T$ with $T^2=1$ exactly when $\|x\|=\|y\|$, which includes every pair of unit vectors. They are exchanged by some unitary exactly when, in addition, $\langle x,y\rangle$ is real.

The inner product is $\langle x,y\rangle=\sum_i\overline{x_i}\,y_i$, linear in the second argument. An antiunitary is a conjugate-linear map onto the whole space with $\langle Tx,Ty\rangle=\langle y,x\rangle$. A *conjugation* is any antiunitary with square one, not only componentwise complex conjugation. The letter $T$ does not stand for physical time reversal, which squares to $-1$ for an odd number of electrons.

## Making a conjugation fix a chosen vector

Let $K$ be a conjugation and $w$ a vector. If $Kw=w$, keep $K$. Otherwise put $v=Kw-w\neq0$. Then $Kv=w-Kw=-v$, and the antiunitary rule gives, for every $z$,
$$\langle v,Kz\rangle=-\langle z,v\rangle,\qquad \langle Kz,v\rangle=-\langle v,z\rangle .$$
Write $c=\langle w,v\rangle$. Then
$$\|v\|^2=\langle v,Kw\rangle-\langle v,w\rangle=-c-\bar c,$$
so $c\neq0$. Define
$$\alpha(z)=\frac{\langle z,v\rangle}{c},\qquad Tz=Kz-\alpha(z)\,v .$$
Since $\alpha$ is conjugate-linear, so is $T$. Also $\alpha(w)=1$, hence $Tw=Kw-v=w$.

For the overlaps, use $\langle v,a\rangle=\bar c\,\overline{\alpha(a)}$ and $\langle b,v\rangle=c\,\alpha(b)$:
$$\begin{aligned}
\langle Ta,Tb\rangle&=\langle b,a\rangle+\alpha(b)\langle v,a\rangle+\overline{\alpha(a)}\langle b,v\rangle+\overline{\alpha(a)}\alpha(b)\|v\|^2\\
&=\langle b,a\rangle+\overline{\alpha(a)}\alpha(b)\,(\bar c+c-c-\bar c)=\langle b,a\rangle .
\end{aligned}$$
For the square, first compute
$$\alpha(Tz)=\frac{-\bar c\,\overline{\alpha(z)}+(c+\bar c)\,\overline{\alpha(z)}}{c}=\overline{\alpha(z)} .$$
Therefore
$$T(Tz)=K\bigl(Kz-\alpha(z)v\bigr)-\overline{\alpha(z)}\,v=z+\overline{\alpha(z)}\,v-\overline{\alpha(z)}\,v=z .$$
In particular $T$ is surjective, so it is a conjugation.

Finally, let $Ku=u$ with $\langle w,u\rangle$ real. Then $\langle u,Kw\rangle=\langle Ku,Kw\rangle=\langle w,u\rangle$, so $\langle u,v\rangle=\langle w,u\rangle-\langle u,w\rangle=0$ and $Tu=Ku=u$. The change from $K$ to $T$ leaves such vectors fixed.

## Exchanging the two vectors

Let $\|x\|=\|y\|$, and set $p=x+y$ and $q=i(x-y)$. Their overlap is real:
$$\langle q,p\rangle=-i\bigl(\langle x,y\rangle-\langle y,x\rangle\bigr)=2\,\mathrm{Im}\langle x,y\rangle .$$
Start from componentwise conjugation, modify it to fix $p$, then modify the result to fix $q$. The second change keeps $p$ fixed. The resulting $T$ satisfies
$$Tx+Ty=x+y,\qquad -i(Tx-Ty)=i(x-y).$$
The second equation says $Tx-Ty=y-x$. Half the sum and half the difference give $Tx=y$ and $Ty=x$. Conversely, an antiunitary preserves norms, so an exchange forces $\|x\|=\|y\|$.

A unitary $U$ that exchanges the vectors also preserves norms, and $\langle x,y\rangle=\langle Ux,Uy\rangle=\langle y,x\rangle$ makes the overlap real. If the norms agree and the overlap is real, then $\langle x-y,x+y\rangle=\langle x,y\rangle-\langle y,x\rangle=0$. For $x\ne y$ the reflection
$$Uz=z-2\,\frac{\langle x-y,z\rangle}{\|x-y\|^2}\,(x-y)$$
reverses $x-y$ and keeps $x+y$, so it exchanges $x$ and $y$. For $x=y$ the identity suffices.

## Antiunitaries and conjugations in Lean

`E` is an arbitrary complex inner product space. The finite index type `ι` labels the components of $\mathbb C^n$, which is written `EuclideanSpace ℂ ι`; $n=0$ is allowed.

```lean
import Mathlib

open scoped InnerProductSpace ComplexConjugate

namespace AntiunitaryExchange

noncomputable section

variable {E : Type*} [NormedAddCommGroup E] [InnerProductSpace ℂ E]
variable {ι : Type*} [Fintype ι]
```

The fields of `IsAntiunitary` are additivity, conjugate-homogeneity, reversal of overlaps and surjectivity. `T` is a plain function, and these properties are stated about it.

```lean
/-- An antiunitary operator: a conjugate-linear map of the state space onto itself that
turns every overlap into its complex conjugate. -/
structure IsAntiunitary (T : E → E) : Prop where
  map_add : ∀ x y, T (x + y) = T x + T y
  map_smul : ∀ (a : ℂ) x, T (a • x) = conj a • T x
  inner_map : ∀ x y, ⟪T x, T y⟫_ℂ = ⟪y, x⟫_ℂ
  surj : Function.Surjective T

/-- A conjugation: an antiunitary operator whose square is the identity. -/
structure IsConjugation (T : E → E) : Prop extends IsAntiunitary T where
  invol : ∀ x, T (T x) = x
```

Two small lemmas follow. The first extends additivity to differences. The second expresses reality of an overlap, stated as a vanishing imaginary part, as the symmetry $\langle y,x\rangle=\langle x,y\rangle$.

```lean
/-- An antiunitary operator respects differences of vectors. -/
theorem IsAntiunitary.map_sub {T : E → E} (hT : IsAntiunitary T) (x y : E) :
    T (x - y) = T x - T y := by
  have h := hT.map_add (x - y) y
  rw [sub_add_cancel] at h
  exact eq_sub_of_add_eq h.symm

/-- An overlap is real exactly when it is unchanged by swapping the two vectors. -/
theorem inner_real_iff (x y : E) : (⟪x, y⟫_ℂ).im = 0 ↔ ⟪y, x⟫_ℂ = ⟪x, y⟫_ℂ := by
  rw [← Complex.conj_eq_iff_im, inner_conj_symm]
```

Componentwise conjugation provides the starting point. Its properties are checked component by component, and surjectivity comes from its being its own inverse.

```lean
/-- Complex conjugation of all components of a vector in `ℂⁿ`. -/
def stdConj (x : EuclideanSpace ℂ ι) : EuclideanSpace ℂ ι :=
  WithLp.toLp 2 fun i => conj (x i)

/-- Componentwise complex conjugation is an antiunitary operator with square one. -/
theorem stdConj_isConjugation : IsConjugation (stdConj (ι := ι)) := by
  have h : ∀ x : EuclideanSpace ℂ ι, stdConj (stdConj x) = x := by
    intro x
    ext i
    simp [stdConj]
  refine ⟨⟨fun x y => ?_, fun a x => ?_, fun x y => ?_, fun z => ⟨stdConj z, h z⟩⟩, h⟩
  · ext i
    simp [stdConj]
  · ext i
    simp [stdConj]
  · simp [stdConj, PiLp.inner_apply, mul_comm]
```

## The modified conjugation

The next theorem holds in every complex inner product space, given a conjugation `K` to begin with. In its proof `Kv`, `hr`, `hl` and `hvv` are the displayed identities for $v$, `hc` says $c\neq0$, and `hα` gives the complex conjugate of $\alpha(z)$. The equation `hT` defines $T$. The fact `e` inside `hinv` is $\alpha(Tz)=\overline{\alpha(z)}$. For the overlap rule, `simp only` expands the inner products, then `field_simp` and `ring` carry out the cancellation. The last bullet shows $\langle u,v\rangle=0$.

```lean
/-- Any conjugation `K` can be modified to a conjugation that fixes a given vector `w` and
still fixes every `K`-invariant vector whose overlap with `w` is real. -/
theorem exists_conjugation_fixing {K : E → E} (hK : IsConjugation K) (w : E) :
    ∃ T : E → E, IsConjugation T ∧ T w = w ∧
      ∀ u, K u = u → (⟪w, u⟫_ℂ).im = 0 → T u = u := by
  by_cases hw : K w = w
  · exact ⟨K, hK, hw, fun u hu _ => hu⟩
  obtain ⟨v, hvd⟩ : ∃ v, v = K w - w := ⟨_, rfl⟩
  -- `K` reverses the difference vector `v`
  have Kv : K v = -v := by
    rw [hvd, hK.map_sub, hK.invol]
    abel
  have hr : ∀ z, ⟪v, K z⟫_ℂ = -⟪z, v⟫_ℂ := by
    intro z
    have h := hK.inner_map v z
    rw [Kv, inner_neg_left] at h
    linear_combination -h
  have hl : ∀ z, ⟪K z, v⟫_ℂ = -⟪v, z⟫_ℂ := by
    intro z
    have h := hK.inner_map z v
    rw [Kv, inner_neg_right] at h
    linear_combination -h
  have hvv : ⟪v, v⟫_ℂ = -⟪w, v⟫_ℂ - ⟪v, w⟫_ℂ := by
    have h : ⟪v, v⟫_ℂ = ⟪v, K w⟫_ℂ - ⟪v, w⟫_ℂ := by
      rw [← inner_sub_right, ← hvd]
    rw [h, hr]
  -- the denominator does not vanish because `v ≠ 0`
  have hc : ⟪w, v⟫_ℂ ≠ 0 := by
    intro h
    have h' : ⟪v, w⟫_ℂ = 0 := by rw [← inner_conj_symm v w, h, map_zero]
    rw [h, h', neg_zero, sub_zero] at hvv
    have hv0 : v = 0 := (inner_self_eq_zero (𝕜 := ℂ)).mp hvv
    exact hw (sub_eq_zero.mp (hvd.symm.trans hv0))
  have hd : ⟪v, w⟫_ℂ ≠ 0 := by
    intro h
    exact hc (by rw [← inner_conj_symm w v, h, map_zero])
  have hα : ∀ z, conj (⟪z, v⟫_ℂ / ⟪w, v⟫_ℂ) = ⟪v, z⟫_ℂ / ⟪v, w⟫_ℂ := by
    intro z
    rw [map_div₀, inner_conj_symm, inner_conj_symm]
  -- the modified conjugation
  obtain ⟨T, hT⟩ : ∃ T : E → E, ∀ z, T z = K z - (⟪z, v⟫_ℂ / ⟪w, v⟫_ℂ) • v :=
    ⟨fun z => K z - (⟪z, v⟫_ℂ / ⟪w, v⟫_ℂ) • v, fun _ => rfl⟩
  have hinv : ∀ z, T (T z) = z := by
    intro z
    have e : ⟪T z, v⟫_ℂ / ⟪w, v⟫_ℂ = ⟪v, z⟫_ℂ / ⟪v, w⟫_ℂ := by
      rw [hT, inner_sub_left, inner_smul_left, hα, hl, hvv]
      field_simp
      ring
    rw [hT (T z), e, hT z, hK.map_sub, hK.invol, hK.map_smul, hα, Kv]
    module
  refine ⟨T, ⟨⟨fun a b => ?_, fun a z => ?_, fun a b => ?_, fun z => ⟨T z, hinv z⟩⟩, hinv⟩,
    ?_, fun u hu him => ?_⟩
  · rw [hT, hT, hT, hK.map_add, inner_add_left, add_div]
    module
  · rw [hT, hT, hK.map_smul, inner_smul_left, mul_div_assoc]
    module
  · rw [hT, hT]
    simp only [inner_sub_left, inner_sub_right, inner_smul_left, inner_smul_right, hα,
      hK.inner_map, hr, hl, hvv]
    field_simp
    ring
  · rw [hT, div_self hc, one_smul, hvd]
    abel
  · -- a real overlap with `w` makes `u` orthogonal to `v`
    have h1 := hK.inner_map u w
    rw [hu] at h1
    have h3 : ⟪u, v⟫_ℂ = 0 := by
      rw [hvd, inner_sub_right, h1, (inner_real_iff w u).mp him, sub_self]
    rw [hT, hu, h3, zero_div, zero_smul, sub_zero]
```

Repeating the construction handles any finite set `S`: one conjugation fixes all its members exactly when their mutual overlaps are real. If $T$ fixes $u$ and $v$, then $\langle u,v\rangle=\langle Tu,Tv\rangle=\langle v,u\rangle$, so their overlap is real. The converse is proved by induction on `S`, starting from componentwise conjugation for the empty set. Each new vector `a` is made fixed, and the earlier ones stay fixed because their overlaps with `a` are real. For a finite set of orbitals in a finite-dimensional space, this says when they can all be treated as real with respect to one conjugation; it says nothing about their Hamiltonian matrix elements.

```lean
/-- Finitely many vectors of `ℂⁿ` are all fixed by one conjugation if and only if all their
mutual overlaps are real. -/
theorem common_conjugation_iff (S : Finset (EuclideanSpace ℂ ι)) :
    (∃ T : EuclideanSpace ℂ ι → EuclideanSpace ℂ ι, IsConjugation T ∧ ∀ u ∈ S, T u = u) ↔
      ∀ u ∈ S, ∀ v ∈ S, (⟪u, v⟫_ℂ).im = 0 := by
  constructor
  · rintro ⟨T, hT, hf⟩ u hu v hv
    have h := hT.inner_map u v
    rw [hf u hu, hf v hv] at h
    exact (inner_real_iff u v).mpr h.symm
  · classical
    induction S using Finset.induction_on with
    | empty => exact fun _ => ⟨stdConj, stdConj_isConjugation, by simp⟩
    | insert a s ha ih =>
      intro h
      obtain ⟨K, hK, hf⟩ := ih fun u hu v hv =>
        h u (Finset.mem_insert_of_mem hu) v (Finset.mem_insert_of_mem hv)
      obtain ⟨T, hT, hTa, hTf⟩ := exists_conjugation_fixing hK a
      refine ⟨T, hT, fun u hu => ?_⟩
      rcases Finset.mem_insert.mp hu with h' | h'
      · rw [h', hTa]
      · exact hTf u (hf u h') (h a (Finset.mem_insert_self a s) u hu)
```

## The two exchange criteria

For the conjugation, the proof applies `exists_conjugation_fixing` twice, first to $x+y$ and then to $i(x-y)$. The hypothesis `him` is the reality of their overlap. The equations `hp` and `hd` are the sum and difference equations above, and `linear_combination` with `module` takes their half-sum and half-difference.

```lean
/-- Two vectors of `ℂⁿ` are exchanged by some antiunitary operator with square one if and
only if they have the same norm. -/
theorem conjugation_exchange_iff (x y : EuclideanSpace ℂ ι) :
    (∃ T : EuclideanSpace ℂ ι → EuclideanSpace ℂ ι, IsConjugation T ∧ T x = y ∧ T y = x) ↔
      ‖x‖ = ‖y‖ := by
  constructor
  · rintro ⟨T, hT, hx, -⟩
    have h := hT.inner_map x x
    rw [hx] at h
    rw [norm_eq_sqrt_re_inner (𝕜 := ℂ) x, norm_eq_sqrt_re_inner (𝕜 := ℂ) y, ← h]
  · intro h
    have hn : ⟪x, x⟫_ℂ = ⟪y, y⟫_ℂ := by
      rw [inner_self_eq_norm_sq_to_K, inner_self_eq_norm_sq_to_K, h]
    have hre : (⟪x, y⟫_ℂ).re = (⟪y, x⟫_ℂ).re := by
      rw [← inner_conj_symm x y, Complex.conj_re]
    -- `x + y` and `i (x - y)` have real overlap
    have him : (⟪Complex.I • (x - y), x + y⟫_ℂ).im = 0 := by
      have e : ⟪Complex.I • (x - y), x + y⟫_ℂ = -Complex.I * (⟪x, y⟫_ℂ - ⟪y, x⟫_ℂ) := by
        rw [inner_smul_left, inner_sub_left, inner_add_right, inner_add_right, hn,
          Complex.conj_I]
        ring
      rw [e, Complex.mul_im]
      simp only [Complex.neg_re, Complex.neg_im, Complex.I_re, Complex.I_im,
        Complex.sub_re, Complex.sub_im, hre]
      ring
    -- hence one conjugation fixes both
    obtain ⟨K, hK, hKp, -⟩ := exists_conjugation_fixing stdConj_isConjugation (x + y)
    obtain ⟨T, hT, hq, hf⟩ := exists_conjugation_fixing hK (Complex.I • (x - y))
    have hp := hf (x + y) hKp him
    rw [hT.map_add] at hp
    rw [hT.map_smul, hT.map_sub, Complex.conj_I] at hq
    have hq' : Complex.I • (T x - T y) = Complex.I • (y - x) := by
      linear_combination (norm := module) (-1 : ℂ) • hq
    have hd : T x - T y = y - x := (smul_right_inj Complex.I_ne_zero).mp hq'
    refine ⟨T, hT, ?_, ?_⟩
    · linear_combination (norm := module) (1 / 2 : ℂ) • hp + (1 / 2 : ℂ) • hd
    · linear_combination (norm := module) (1 / 2 : ℂ) • hp - (1 / 2 : ℂ) • hd
```

A unitary is a linear isometric equivalence, `E ≃ₗᵢ[ℂ] E`. This criterion holds for any `E`, including infinite-dimensional spaces. Mathlib's reflection in the orthogonal complement of the span of $x-y$ plays the part of the explicit formula, and it is the identity when $x=y$.

```lean
/-- Two vectors are exchanged by some unitary operator if and only if they have the same
norm and their overlap is real. -/
theorem unitary_exchange_iff (x y : E) :
    (∃ U : E ≃ₗᵢ[ℂ] E, U x = y ∧ U y = x) ↔ ‖x‖ = ‖y‖ ∧ (⟪x, y⟫_ℂ).im = 0 := by
  constructor
  · rintro ⟨U, hx, hy⟩
    have h := U.inner_map_map x y
    rw [hx, hy] at h
    exact ⟨by rw [← hx, U.norm_map], (inner_real_iff x y).mpr h⟩
  · rintro ⟨h, him⟩
    have hn : ⟪x, x⟫_ℂ = ⟪y, y⟫_ℂ := by
      rw [inner_self_eq_norm_sq_to_K, inner_self_eq_norm_sq_to_K, h]
    have h0 : ⟪x - y, x + y⟫_ℂ = 0 := by
      rw [inner_sub_left, inner_add_right, inner_add_right, hn, (inner_real_iff x y).mp him]
      ring
    -- the reflection that reverses `x - y` keeps `x + y`
    obtain ⟨U, hm, hp⟩ : ∃ U : E ≃ₗᵢ[ℂ] E, U (x - y) = -(x - y) ∧ U (x + y) = x + y :=
      ⟨(Submodule.span ℂ {x - y})ᗮ.reflection,
        Submodule.reflection_orthogonalComplement_singleton_eq_neg _,
        Submodule.reflection_mem_subspace_eq_self
          (Submodule.mem_orthogonal_singleton_iff_inner_right.mpr h0)⟩
    rw [map_sub] at hm
    rw [map_add] at hp
    refine ⟨U, ?_, ?_⟩
    · linear_combination (norm := module) (1 / 2 : ℂ) • hp + (1 / 2 : ℂ) • hm
    · linear_combination (norm := module) (1 / 2 : ℂ) • hp - (1 / 2 : ℂ) • hm
```

The vectors $x$ and $ix$ separate the two criteria: their norms agree, but $\langle x,ix\rangle=i\|x\|^2$ is not real unless $x=0$. The proof reads off both halves from the preceding theorems.

```lean
/-- A nonzero vector `x` of `ℂⁿ` and its phase-shifted copy `i x` are exchanged by an
antiunitary operator with square one, but by no unitary operator. -/
theorem phase_shift_exchange (x : EuclideanSpace ℂ ι) (hx : x ≠ 0) :
    (∃ T : EuclideanSpace ℂ ι → EuclideanSpace ℂ ι,
      IsConjugation T ∧ T x = Complex.I • x ∧ T (Complex.I • x) = x) ∧
    ¬ ∃ U : EuclideanSpace ℂ ι ≃ₗᵢ[ℂ] EuclideanSpace ℂ ι,
      U x = Complex.I • x ∧ U (Complex.I • x) = x := by
  constructor
  · exact (conjugation_exchange_iff x _).mpr (by rw [norm_smul, Complex.norm_I, one_mul])
  · rw [unitary_exchange_iff]
    rintro ⟨-, him⟩
    have h := (inner_real_iff _ _).mp him
    rw [inner_smul_left, inner_smul_right, Complex.conj_I] at h
    have h0 : ⟪x, x⟫_ℂ = 0 := by
      linear_combination (Complex.I / 2) * h + ⟪x, x⟫_ℂ * Complex.I_sq
    exact hx ((inner_self_eq_zero (𝕜 := ℂ)).mp h0)

end

end AntiunitaryExchange
```

```lean
#print axioms AntiunitaryExchange.common_conjugation_iff
-- 'AntiunitaryExchange.common_conjugation_iff' depends on axioms: [propext, Classical.choice, Quot.sound]
#print axioms AntiunitaryExchange.unitary_exchange_iff
-- 'AntiunitaryExchange.unitary_exchange_iff' depends on axioms: [propext, Classical.choice, Quot.sound]
#print axioms AntiunitaryExchange.phase_shift_exchange
-- 'AntiunitaryExchange.phase_shift_exchange' depends on axioms: [propext, Classical.choice, Quot.sound]
```

## Unequal norms, phases and Hamiltonians

A real overlap alone does not permit an exchange. In $\mathbb C^1$ the vectors $x=1$ and $y=2$ have overlap $2$, yet neither a unitary nor an antiunitary can send one to the other, since both preserve norms.

The theorems concern vectors, whereas a physical state fixes its vector only up to a phase. One can always choose $\theta$ so that $\langle x,e^{i\theta}y\rangle$ is real, and for unit vectors a unitary then exchanges $x$ with $e^{i\theta}y$. The obstruction to a unitary exchange therefore concerns the phases of the chosen vectors and not the two states themselves.

The step from these operators to a symmetry of a given system is commutation with its Hamiltonian, which has to be established separately. If $x$ and $y$ are eigenvectors with different energies, a conjugation that exchanges them does not commute with the Hamiltonian.
